# For N > 2, a boson condensate's two-matrix has eigenvalue N(N−1), above the fermionic bound N

After a variational two-matrix calculation for $N$ electrons, I compare the largest eigenvalue of the matrix over spin-orbital pairs with $N$. But positivity and the trace $N(N-1)$ alone would allow one eigenvalue as large as $N(N-1)$. Does any wavefunction reach that, and what stops more than two fermions from doing so?

## All the weight in one pair, and how antisymmetry limits it

A condensate reaches it. Let $\psi(x)=\prod_p\phi(x_p)$, with $\phi$ a unit vector over finitely many levels and $N\ge2$. Summing over the other particles' labels $y$,

$$\Gamma_{ij,kl}=N(N-1)\sum_y\psi(i,j,y)\overline{\psi(k,l,y)}=N(N-1)\,\phi_i\phi_j\overline{\phi_k\phi_l},$$

because the spectators contribute $(\sum_i|\phi_i|^2)^{N-2}=1$. This has rank one, with unit eigenvector $\phi\otimes\phi$ and eigenvalue $N(N-1)$.

For fermions, start with one orbital. Let $\chi$ be antisymmetric in $M$ particles, $v$ a unit vector, and $(a\chi)(y)=\sum_j v_j\chi(j,y)$. Project the orbital out of the first particle: $\chi_j(y)=\chi(j,y)-\bar v_j(a\chi)(y)$. Pythagoras gives
$$\sum_j\|\chi_j\|^2=\|\chi\|^2-\|a\chi\|^2.$$
For $M=1$ this yields $\|a\chi\|^2\le\|\chi\|^2$. For $M>1$, antisymmetry makes a second removal vanish, so $(a\chi_j)(y)=-(a\chi)(j,y)$. Induction applied to each $\chi_j$ gives $(M-1)\|a\chi\|^2\le\|\chi\|^2-\|a\chi\|^2$, hence $M\|a\chi\|^2\le\|\chi\|^2$, the Pauli bound.

Now let $\psi$ be a normalised fermionic state and $\Gamma g=\mu g$ with $g\ne0$. Write $u_i(y)=\sum_j\bar g_{ij}\psi(i,j,y)$ and $A(y)=\sum_i u_i(y)$, and let $g_i$ be row $i$ of $g$. The Pauli bound for $N-1$ particles gives $(N-1)\|u_i\|^2\le\|g_i\|^2\|\psi(i,\cdot)\|^2$. Cauchy-Schwarz over the nonzero rows gives
$$\|A\|^2\le\|g\|^2\sum_i\frac{\|u_i\|^2}{\|g_i\|^2}\le\frac{\|g\|^2}{N-1}.$$
Therefore $\mu\|g\|^2=g^\dagger\Gamma g=N(N-1)\|A\|^2\le N\|g\|^2$, so $\mu\le N$. This is smaller than $N(N-1)$ exactly when $N>2$.

Take $N=3$ and $\phi=(0.6,0.8,0)$. The pair state has nonzero entries $0.36,0.48,0.48,0.64$, whose squares sum to 1, and its eigenvalue is 6. The three-fermion determinant on these levels has eigenvalue 2 on each of three antisymmetric pairs, within the bound 3.

In the Lean code, `ι` is the finite set of levels (spin-orbitals, for electrons), `n + 2` is $N$, and `sqNorm` is the squared norm. `IsFermionic` means a sign change under every exchange. `annihilate` acts on `n + 1` particles (the $M$ of the derivation); it omits the usual factor $\sqrt M$ and does not conjugate `v`. `condensate_exceeds_fermions` assumes `0 < n` and compares states on the same levels; with fewer than $N$ levels there is no normalised fermionic state to compare. Passing from a finite basis to continuous space is a separate step.

```lean
import Mathlib

open Finset
open Matrix (vecCons)
open scoped Matrix ComplexConjugate

namespace CondensateTwoMatrix

noncomputable section

variable {ι : Type*} [Fintype ι] {n : ℕ}

/-- The squared norm of a finite family of complex amplitudes. -/
def sqNorm {α : Type*} [Fintype α] (f : α → ℂ) : ℝ := ∑ a, ‖f a‖ ^ 2

/-- The condensate: all `N` particles occupy the orbital `φ`. -/
def condensate (φ : ι → ℂ) (N : ℕ) (x : Fin N → ι) : ℂ := ∏ p, φ (x p)

/-- Two particles in the orbital `φ`. -/
def pairState (φ : ι → ℂ) (p : ι × ι) : ℂ := φ p.1 * φ p.2

/-- The two-matrix of an `N = n + 2` particle wavefunction, with prefactor `N (N - 1)`. -/
def twoMatrix (ψ : (Fin (n + 2) → ι) → ℂ) : Matrix (ι × ι) (ι × ι) ℂ := fun p q =>
  ((n : ℂ) + 2) * ((n : ℂ) + 1) * ∑ y : Fin n → ι,
    ψ (vecCons p.1 (vecCons p.2 y)) * conj (ψ (vecCons q.1 (vecCons q.2 y)))

/-- A fermionic wavefunction changes sign when two particles are exchanged. -/
def IsFermionic {N : ℕ} (χ : (Fin N → ι) → ℂ) : Prop :=
  ∀ p q, p ≠ q → ∀ x, χ (x ∘ Equiv.swap p q) = -χ x

/-- Contraction of the first particle with the amplitudes `v`. -/
def annihilate (v : ι → ℂ) (χ : (Fin (n + 1) → ι) → ℂ) (y : Fin n → ι) : ℂ :=
  ∑ j, v j * χ (vecCons j y)

/-- The wavefunction with the first particle in level `j`, after the orbital `conj v` is
projected out of that particle; the whole is scaled by the squared norm of `v`. -/
def deplete (v : ι → ℂ) (χ : (Fin (n + 1) → ι) → ℂ) (j : ι) (y : Fin n → ι) : ℂ :=
  (sqNorm v : ℂ) * χ (vecCons j y) - conj (v j) * annihilate v χ y

/-- Overlap of the first two particles with the pair function `g`. -/
def pairAmplitude (g : ι × ι → ℂ) (ψ : (Fin (n + 2) → ι) → ℂ) (y : Fin n → ι) : ℂ :=
  ∑ p, conj (g p) * ψ (vecCons p.1 (vecCons p.2 y))

/-- A sum over configurations splits into the first particle and the rest. -/
theorem sum_cons (F : (Fin (n + 1) → ι) → ℝ) :
    ∑ x, F x = ∑ j, ∑ y, F (vecCons j y) := by
  let e : ι × (Fin n → ι) ≃ (Fin (n + 1) → ι) :=
    { toFun := fun p => vecCons p.1 p.2
      invFun := fun x => (x 0, fun k => x k.succ)
      left_inv := fun _ => rfl
      right_inv := fun x => by
        funext k
        refine Fin.cases ?_ (fun k => ?_) k <;> rfl }
  exact (e.sum_comp F).symm.trans
    (Fintype.sum_prod_type (f := fun p : ι × (Fin n → ι) => F (vecCons p.1 p.2)))

/-- The squared norm is the sum of amplitudes times their conjugates. -/
theorem sum_mul_conj {α : Type*} [Fintype α] (f : α → ℂ) :
    ∑ a, f a * conj (f a) = (sqNorm f : ℂ) := by
  simp [sqNorm, Complex.mul_conj, Complex.normSq_eq_norm_sq]

/-- For a unit orbital, the condensate's two-matrix is `N (N - 1) φ_i φ_j conj (φ_k φ_l)`,
with `N = n + 2`. -/
theorem twoMatrix_condensate (φ : ι → ℂ) (hφ : sqNorm φ = 1) (i j k l : ι) :
    twoMatrix (condensate φ (n + 2)) (i, j) (k, l) =
      ((n : ℂ) + 2) * ((n : ℂ) + 1) * (φ i * φ j * conj (φ k * φ l)) := by
  have e : ∀ i j (y : Fin n → ι), condensate φ (n + 2) (vecCons i (vecCons j y)) =
      φ i * φ j * condensate φ n y := fun i j y => by
    simp [condensate, Fin.prod_univ_succ, mul_assoc]
  -- the spectators contribute the squared norm of a smaller condensate
  have h : sqNorm (condensate φ n) = 1 := by
    have h1 : sqNorm (condensate φ n) = sqNorm φ ^ n := by
      simp only [sqNorm, condensate, norm_prod, ← Finset.prod_pow, Fintype.sum_pow]
    rw [h1, hφ, one_pow]
  have h2 := sum_mul_conj (condensate φ n)
  rw [h, Complex.ofReal_one] at h2
  simp only [twoMatrix, e]
  congr 1
  rw [← mul_one (φ i * φ j * conj (φ k * φ l)), ← h2, mul_sum]
  refine sum_congr rfl fun y _ => ?_
  simp only [map_mul]
  ring

/-- For a unit orbital, the condensate's two-matrix has rank one, and the normalised pair state
is an eigenvector with eigenvalue `N (N - 1)`, where `N = n + 2`. -/
theorem condensate_spectrum (φ : ι → ℂ) (hφ : sqNorm φ = 1) :
    sqNorm (pairState φ) = 1 ∧
    twoMatrix (condensate φ (n + 2)) *ᵥ pairState φ =
      (((n : ℂ) + 2) * ((n : ℂ) + 1)) • pairState φ ∧
    (twoMatrix (condensate φ (n + 2))).rank = 1 := by
  have hw : ∀ w, twoMatrix (condensate φ (n + 2)) *ᵥ w = (((n : ℂ) + 2) * ((n : ℂ) + 1) *
      ∑ q, conj (pairState φ q) * w q) • pairState φ := by
    intro w
    ext p
    simp only [Matrix.mulVec, dotProduct, Pi.smul_apply, smul_eq_mul, mul_sum, sum_mul]
    refine sum_congr rfl fun q _ => ?_
    rw [show twoMatrix (condensate φ (n + 2)) p q = _ from
      twoMatrix_condensate φ hφ p.1 p.2 q.1 q.2]
    simp only [pairState]
    ring
  have hnorm : sqNorm (pairState φ) = 1 := by
    unfold sqNorm at hφ ⊢
    simp only [pairState, Fintype.sum_prod_type, norm_mul, mul_pow, ← mul_sum, hφ, mul_one]
  have heig : twoMatrix (condensate φ (n + 2)) *ᵥ pairState φ =
      (((n : ℂ) + 2) * ((n : ℂ) + 1)) • pairState φ := by
    have h1 : ∑ q, conj (pairState φ q) * pairState φ q = 1 := by
      rw [← Complex.ofReal_one, ← hnorm, ← sum_mul_conj]
      exact sum_congr rfl fun q _ => mul_comm _ _
    rw [hw, h1, mul_one]
  have hne : pairState φ ≠ 0 := fun h0 => by simp [h0, sqNorm] at hnorm
  have hc : ((n : ℂ) + 2) * ((n : ℂ) + 1) ≠ 0 :=
    mul_ne_zero (by exact_mod_cast (show n + 2 ≠ 0 by omega)) (Nat.cast_add_one_ne_zero n)
  have hr : LinearMap.range (twoMatrix (condensate φ (n + 2))).mulVecLin =
      Submodule.span ℂ {pairState φ} := by
    apply le_antisymm
    · rintro _ ⟨w, rfl⟩
      rw [Matrix.mulVecLin_apply, hw]
      exact Submodule.smul_mem _ _ (Submodule.mem_span_singleton_self _)
    · rw [Submodule.span_singleton_le_iff_mem]
      refine ⟨(((n : ℂ) + 2) * ((n : ℂ) + 1))⁻¹ • pairState φ, ?_⟩
      rw [Matrix.mulVecLin_apply, Matrix.mulVec_smul, heig, smul_smul, inv_mul_cancel₀ hc,
        one_smul]
  exact ⟨hnorm, heig, by rw [Matrix.rank, hr, finrank_span_singleton hne]⟩

/-- Norm balance when one orbital is projected out of the first particle. -/
theorem sum_sqNorm_deplete (v : ι → ℂ) (χ : (Fin (n + 1) → ι) → ℂ) :
    ∑ j, sqNorm (deplete v χ j) =
      sqNorm v ^ 2 * sqNorm χ - sqNorm v * sqNorm (annihilate v χ) := by
  have h1 : sqNorm χ = ∑ y, sqNorm (fun j => χ (vecCons j y)) := by
    unfold sqNorm
    rw [sum_cons, sum_comm]
  have h2 : ∑ j, sqNorm (deplete v χ j) = ∑ y, sqNorm (fun j => deplete v χ j y) := by
    unfold sqNorm
    exact sum_comm
  rw [h2, h1, show sqNorm (annihilate v χ) = ∑ y, ‖annihilate v χ y‖ ^ 2 from rfl,
    mul_sum, mul_sum, ← sum_sub_distrib]
  refine sum_congr rfl fun y _ => Complex.ofReal_injective ?_
  -- Pythagoras for fixed positions of the other particles
  obtain ⟨F, hF⟩ : ∃ F, F = annihilate v χ y := ⟨_, rfl⟩
  have hF1 : ∑ j, v j * χ (vecCons j y) = F := hF.symm
  have hF2 : ∑ j, conj (v j) * conj (χ (vecCons j y)) = conj F := by
    rw [← hF1, map_sum]
    simp only [map_mul]
  have hn : (‖F‖ : ℂ) ^ 2 = F * conj F := by
    simp [Complex.mul_conj, Complex.normSq_eq_norm_sq]
  rw [← sum_mul_conj (fun j => deplete v χ j y)]
  push_cast
  simp only [deplete, ← hF]
  rw [hn, ← sum_mul_conj (fun j => χ (vecCons j y))]
  have e : ∑ j, ((sqNorm v : ℂ) * χ (vecCons j y) - conj (v j) * F) *
      conj ((sqNorm v : ℂ) * χ (vecCons j y) - conj (v j) * F) =
      (sqNorm v : ℂ) ^ 2 * ∑ j, χ (vecCons j y) * conj (χ (vecCons j y))
      - (sqNorm v : ℂ) * conj F * ∑ j, v j * χ (vecCons j y)
      - (sqNorm v : ℂ) * F * ∑ j, conj (v j) * conj (χ (vecCons j y))
      + F * conj F * ∑ j, v j * conj (v j) := by
    simp only [mul_sum, ← sum_sub_distrib, ← sum_add_distrib]
    refine sum_congr rfl fun j _ => ?_
    simp only [map_sub, map_mul, Complex.conj_ofReal, Complex.conj_conj]
    ring
  rw [e, hF1, hF2, sum_mul_conj v]
  ring

omit [Fintype ι] in
/-- With the first particle held fixed, a fermionic wavefunction still changes sign when two
of the others are exchanged. -/
theorem IsFermionic.tail {χ : (Fin (n + 1) → ι) → ℂ} (h : IsFermionic χ) (j : ι)
    {p q : Fin n} (hpq : p ≠ q) (y : Fin n → ι) :
    χ (vecCons j (y ∘ Equiv.swap p q)) = -χ (vecCons j y) := by
  rw [← h p.succ q.succ (fun e => hpq (Fin.succ_injective _ e)) (vecCons j y)]
  congr 1
  funext k
  refine Fin.cases ?_ (fun k => ?_) k
  · rw [Function.comp_apply, Equiv.swap_apply_of_ne_of_ne (Fin.succ_ne_zero p).symm
      (Fin.succ_ne_zero q).symm]
    rfl
  · rw [Function.comp_apply, (Fin.succ_injective n).swap_apply]
    rfl

/-- Pauli bound: in a fermionic state of `n + 1` particles, the occupation of an orbital is at
most one, written here without normalising the orbital or the state. -/
theorem pauli_bound (v : ι → ℂ) (χ : (Fin (n + 1) → ι) → ℂ) (h : IsFermionic χ) :
    ((n : ℝ) + 1) * sqNorm (annihilate v χ) ≤ sqNorm v * sqNorm χ := by
  rcases (show 0 ≤ sqNorm v by unfold sqNorm; positivity).eq_or_lt with hs | hs
  · have hv : ∀ j, v j = 0 := fun j => by
      have h1 : ‖v j‖ ^ 2 ≤ sqNorm v := single_le_sum (f := fun k => ‖v k‖ ^ 2)
        (fun _ _ => sq_nonneg _) (mem_univ j)
      rw [← hs] at h1
      exact norm_eq_zero.1 ((pow_eq_zero_iff two_ne_zero).1 (le_antisymm h1 (sq_nonneg _)))
    simp [sqNorm, annihilate, hv]
  induction n with
  | zero =>
    have h1 : 0 ≤ ∑ j, sqNorm (deplete v χ j) :=
      sum_nonneg fun j _ => by unfold sqNorm; positivity
    rw [sum_sqNorm_deplete] at h1
    refine le_of_mul_le_mul_left ?_ hs
    push_cast
    nlinarith [h1]
  | succ n ih =>
    have sw : ∀ j k (y : Fin n → ι),
        χ (vecCons j (vecCons k y)) = -χ (vecCons k (vecCons j y)) := by
      intro j k y
      rw [← h 0 1 (by simp) (vecCons k (vecCons j y))]
      congr 1
      funext p
      refine Fin.cases ?_ (fun p => Fin.cases ?_ (fun p => ?_) p) p
      · simp
      · simp
      · have h2 : Equiv.swap (0 : Fin (n + 2)) 1 p.succ.succ = p.succ.succ :=
          Equiv.swap_apply_of_ne_of_ne (by simp [Fin.ext_iff]) (by simp [Fin.ext_iff])
        rw [Function.comp_apply, h2]
        rfl
    -- the same orbital cannot be emptied twice
    have z : ∀ y, ∑ k, v k * annihilate v χ (vecCons k y) = 0 := by
      intro y
      have e : ∑ k, v k * annihilate v χ (vecCons k y) =
          -∑ k, v k * annihilate v χ (vecCons k y) := by
        simp only [annihilate, mul_sum]
        conv_lhs => rw [sum_comm]
        simp only [← sum_neg_distrib]
        refine sum_congr rfl fun k _ => sum_congr rfl fun l _ => ?_
        rw [sw k l y]
        ring
      linear_combination (1 / 2 : ℂ) * e
    have dep : ∀ j y, annihilate v (deplete v χ j) y =
        -(sqNorm v : ℂ) * annihilate v χ (vecCons j y) := by
      intro j y
      have e : annihilate v (deplete v χ j) y = -(sqNorm v : ℂ) * annihilate v χ (vecCons j y)
          - conj (v j) * ∑ k, v k * annihilate v χ (vecCons k y) := by
        rw [show annihilate v χ (vecCons j y) = ∑ k, v k * χ (vecCons k (vecCons j y)) from rfl,
          mul_sum, mul_sum, ← sum_sub_distrib]
        refine sum_congr rfl fun k _ => ?_
        rw [deplete, sw j k y]
        ring
      rw [e, z, mul_zero, sub_zero]
    have fer : ∀ j, IsFermionic (deplete v χ j) := by
      intro j p q hpq y
      have t := fun j => h.tail j hpq y
      have fa : annihilate v χ (y ∘ Equiv.swap p q) = -annihilate v χ y := by
        simp only [annihilate, t, mul_neg, sum_neg_distrib]
      simp only [deplete, fa, t]
      ring
    have tot : ∑ j, sqNorm (annihilate v (deplete v χ j)) =
        sqNorm v ^ 2 * sqNorm (annihilate v χ) := by
      rw [show sqNorm (annihilate v χ) = ∑ j, ∑ y, ‖annihilate v χ (vecCons j y)‖ ^ 2 from
        sum_cons _]
      simp only [mul_sum]
      refine sum_congr rfl fun j _ => sum_congr rfl fun y _ => ?_
      rw [dep, norm_mul, norm_neg, Complex.norm_real, mul_pow, Real.norm_eq_abs, sq_abs]
    have step := sum_le_sum fun j (_ : j ∈ univ) => ih (deplete v χ j) (fer j)
    rw [← mul_sum, ← mul_sum, tot, sum_sqNorm_deplete] at step
    refine le_of_mul_le_mul_left ?_ (pow_pos hs 2)
    push_cast
    nlinarith [step]

/-- In a fermionic state of `N = n + 2` particles, `N - 1` times the squared norm of a pair
amplitude is at most the product of the squared norms of pair function and state. -/
theorem pair_bound (g : ι × ι → ℂ) (ψ : (Fin (n + 2) → ι) → ℂ) (h : IsFermionic ψ) :
    ((n : ℝ) + 1) * sqNorm (pairAmplitude g ψ) ≤ sqNorm g * sqNorm ψ := by
  let w : ι → ι → ℂ := fun i j => conj (g (i, j))
  let u : ι → (Fin n → ι) → ℂ := fun i => annihilate (w i) (fun y => ψ (vecCons i y))
  have hu : ∀ i, ((n : ℝ) + 1) * sqNorm (u i) ≤
      sqNorm (w i) * sqNorm (fun y => ψ (vecCons i y)) :=
    fun i => pauli_bound _ _ (fun p q hpq y => h.tail i hpq y)
  have hw : ∑ i, sqNorm (w i) = sqNorm g := by simp [w, sqNorm, Fintype.sum_prod_type]
  have nn : ∀ i, 0 ≤ sqNorm (w i) := fun i => by unfold sqNorm; positivity
  -- Cauchy-Schwarz, weighted by the rows of the pair function
  have hy : ∀ y, ‖pairAmplitude g ψ y‖ ^ 2 ≤
      sqNorm g * ∑ i, ‖u i y‖ ^ 2 / sqNorm (w i) := by
    intro y
    have e : pairAmplitude g ψ y = ∑ i, u i y := by
      simp only [pairAmplitude, Fintype.sum_prod_type]
      rfl
    rw [e, ← hw]
    refine (pow_le_pow_left₀ (norm_nonneg _) (norm_sum_le _ _) 2).trans ?_
    refine sum_sq_le_sum_mul_sum_of_sq_le_mul _ (fun i _ => nn i)
      (fun i _ => div_nonneg (sq_nonneg _) (nn i)) fun i _ => ?_
    rcases (nn i).eq_or_lt with h0 | h0
    · have h1 := hu i
      rw [← h0, zero_mul] at h1
      have h2 : ‖u i y‖ ^ 2 ≤ sqNorm (u i) := single_le_sum (f := fun y => ‖u i y‖ ^ 2)
        (fun _ _ => sq_nonneg _) (mem_univ y)
      have h3 : sqNorm (u i) ≤ 0 := le_of_mul_le_mul_left (by rw [mul_zero]; exact h1)
        (by positivity : (0 : ℝ) < (n : ℝ) + 1)
      rw [← h0, zero_mul]
      exact h2.trans h3
    · have h1 := h0.ne'
      have h2 : ‖u i y‖ ^ 2 = sqNorm (w i) * (‖u i y‖ ^ 2 / sqNorm (w i)) := by
        field_simp
      exact h2.le
  have hi : ∀ i, ((n : ℝ) + 1) * (sqNorm (u i) / sqNorm (w i)) ≤
      sqNorm (fun y => ψ (vecCons i y)) := by
    intro i
    rcases (nn i).eq_or_lt with h0 | h0
    · rw [← h0, div_zero, mul_zero]
      unfold sqNorm
      positivity
    · rw [← mul_div_assoc, div_le_iff₀ h0]
      linarith [hu i]
  have hs : ∑ y, ∑ i, ‖u i y‖ ^ 2 / sqNorm (w i) = ∑ i, sqNorm (u i) / sqNorm (w i) := by
    rw [sum_comm]
    exact sum_congr rfl fun i _ => (sum_div _ _ _).symm
  calc ((n : ℝ) + 1) * sqNorm (pairAmplitude g ψ)
      ≤ ((n : ℝ) + 1) * ∑ y, sqNorm g * ∑ i, ‖u i y‖ ^ 2 / sqNorm (w i) :=
        mul_le_mul_of_nonneg_left (sum_le_sum fun y _ => hy y) (by positivity)
    _ = sqNorm g * ∑ i, ((n : ℝ) + 1) * (sqNorm (u i) / sqNorm (w i)) := by
        rw [← mul_sum, hs, ← mul_sum]
        ring
    _ ≤ sqNorm g * sqNorm ψ := by
        rw [show sqNorm ψ = ∑ i, sqNorm (fun y => ψ (vecCons i y)) from sum_cons _]
        exact mul_le_mul_of_nonneg_left (sum_le_sum fun i _ => hi i)
          (by unfold sqNorm; positivity)

/-- Every real eigenvalue of the two-matrix of a normalised fermionic state of `N = n + 2`
particles is at most `N`. -/
theorem fermion_eigenvalue_le (ψ : (Fin (n + 2) → ι) → ℂ) (h : IsFermionic ψ)
    (hψ : sqNorm ψ = 1) (g : ι × ι → ℂ) (hg : g ≠ 0) (μ : ℝ)
    (hμ : twoMatrix ψ *ᵥ g = (μ : ℂ) • g) : μ ≤ (n : ℝ) + 2 := by
  -- the quadratic form is `N (N - 1)` times the squared norm of the pair amplitude
  have hq : star g ⬝ᵥ (twoMatrix ψ *ᵥ g) =
      ((n : ℂ) + 2) * ((n : ℂ) + 1) * (sqNorm (pairAmplitude g ψ) : ℂ) := by
    have hR : ((n : ℂ) + 2) * ((n : ℂ) + 1) * (sqNorm (pairAmplitude g ψ) : ℂ) =
        ∑ y : Fin n → ι, ∑ p, ∑ q, ((n : ℂ) + 2) * ((n : ℂ) + 1) *
          ((conj (g p) * ψ (vecCons p.1 (vecCons p.2 y))) *
            (g q * conj (ψ (vecCons q.1 (vecCons q.2 y))))) := by
      rw [← sum_mul_conj, mul_sum]
      refine sum_congr rfl fun y _ => ?_
      simp only [pairAmplitude, map_sum, map_mul, Complex.conj_conj]
      rw [sum_mul_sum, mul_sum]
      exact sum_congr rfl fun p _ => mul_sum _ _ _
    rw [hR, sum_comm]
    simp only [dotProduct, Matrix.mulVec, twoMatrix]
    refine sum_congr rfl fun p _ => ?_
    rw [sum_comm, mul_sum]
    refine sum_congr rfl fun q _ => ?_
    rw [mul_sum, sum_mul, mul_sum]
    refine sum_congr rfl fun y _ => ?_
    simp only [Pi.star_apply, starRingEnd_apply]
    ring
  have hgg : star g ⬝ᵥ g = (sqNorm g : ℂ) := by
    rw [← sum_mul_conj]
    exact sum_congr rfl fun p _ => mul_comm _ _
  rw [hμ, dotProduct_smul, smul_eq_mul, hgg] at hq
  have hr : μ * sqNorm g = ((n : ℝ) + 2) * ((n : ℝ) + 1) * sqNorm (pairAmplitude g ψ) := by
    exact_mod_cast hq
  have hpos : 0 < sqNorm g := by
    obtain ⟨p, hp⟩ := Function.ne_iff.1 hg
    exact sum_pos' (fun _ _ => sq_nonneg _) ⟨p, mem_univ p, pow_pos (norm_pos_iff.2 hp) 2⟩
  have hb := pair_bound g ψ h
  rw [hψ, mul_one] at hb
  refine le_of_mul_le_mul_right ?_ hpos
  rw [hr, mul_assoc]
  exact mul_le_mul_of_nonneg_left hb (by positivity)

/-- For `N = n + 2 > 2` and a unit orbital, the condensate's two-matrix has the eigenvalue
`N (N - 1)`, strictly above every real eigenvalue of the two-matrix of any normalised fermionic
state of `N` particles on the same levels. -/
theorem condensate_exceeds_fermions (hn : 0 < n) (φ : ι → ℂ) (hφ : sqNorm φ = 1) :
    (pairState φ ≠ 0 ∧ twoMatrix (condensate φ (n + 2)) *ᵥ pairState φ =
      (((n : ℂ) + 2) * ((n : ℂ) + 1)) • pairState φ) ∧
    ∀ χ : (Fin (n + 2) → ι) → ℂ, IsFermionic χ → sqNorm χ = 1 →
      ∀ g : ι × ι → ℂ, g ≠ 0 → ∀ μ : ℝ, twoMatrix χ *ᵥ g = (μ : ℂ) • g →
        μ < ((n : ℝ) + 2) * ((n : ℝ) + 1) := by
  obtain ⟨h1, h2, -⟩ := condensate_spectrum (n := n) φ hφ
  refine ⟨⟨fun h0 => by simp [h0, sqNorm] at h1, h2⟩, fun χ hχ hN g hg μ hμ => ?_⟩
  have hb := fermion_eigenvalue_le χ hχ hN g hg μ hμ
  have hn' : (0 : ℝ) < n := by exact_mod_cast hn
  nlinarith [mul_pos hn' hn']

end

end CondensateTwoMatrix
```

```lean
#print axioms CondensateTwoMatrix.condensate_exceeds_fermions
```

```
'CondensateTwoMatrix.condensate_exceeds_fermions' depends on axioms: [propext, Classical.choice, Quot.sound]
```

`twoMatrix_condensate` factors out the spectators, and `condensate_spectrum` gets the rank by identifying the matrix's range with the span of `pairState φ`. `sum_sqNorm_deplete` is the Pythagoras step, scaled by `sqNorm v` to avoid division. In `pauli_bound`, the induction uses `z` for the vanishing second removal, `dep` for the sign relation and `fer` for the antisymmetry of the depleted states. `pair_bound` splits the pair amplitude by rows, with zero rows treated separately, and `fermion_eigenvalue_le` evaluates the quadratic form. The last theorem compares the two numbers.

A Fock-space model would define $\Gamma_{ij,kl}=\langle a_k^\dagger a_l^\dagger a_ja_i\rangle$. The Pauli bound would then follow quickly from the anticommutation relations, but the operators would have to be constructed first.

For your calculation, use the two-matrix over all ordered pairs of spin-orbitals, with trace $N(N-1)$. An eigenvalue above $N$ then means that no normalised $N$-fermion wavefunction in that finite basis has the computed two-matrix; a largest eigenvalue below $N$ does not establish that such a wavefunction exists. The spin-summed matrix over spatial orbitals has the same trace but does not obey this bound: for the determinant with two doubly occupied orbitals ($N=4$), it has an eigenvalue 6.
